# For charges with no opposite signs, qQ − ‖p‖² vanishes exactly when all nonzero charges sit at one point

Take finitely many real charges, no two of opposite sign, at positions in a real inner product space, with net charge q, dipole moment p and second radial moment Q = ∑ cᵢ‖rᵢ‖². The declaration `momentInvariant_eq_zero_iff` states that qQ − ‖p‖² is zero if and only if some point x is the position of every nonzero charge. For the forward direction, the proof writes the quantity as q times the second moment about the centre of charge, a sum of nonnegative terms that must each vanish. For the converse, it moves the origin to x, which leaves qQ − ‖p‖² unchanged, and shows term by term that the dipole and second moments about x are zero.

An attempt in Lean 4 with a fault in it:

```lean
import Mathlib

open Finset

namespace MomentInvariantEqZeroIff

noncomputable section

variable {ι E : Type*} [Fintype ι] [NormedAddCommGroup E] [InnerProductSpace ℝ E]

/-- The net charge `q = ∑ c i`. -/
def charge (c : ι → ℝ) : ℝ := ∑ i, c i

/-- The dipole moment `p = ∑ c i • r i` of charges `c i` at positions `r i`. -/
def dipole (c : ι → ℝ) (r : ι → E) : E := ∑ i, c i • r i

/-- The second radial moment `Q = ∑ c i ‖r i‖²` of the charge distribution. -/
def secondMoment (c : ι → ℝ) (r : ι → E) : ℝ := ∑ i, c i * ‖r i‖ ^ 2

/-- The Makov-Payne combination of moments, `q Q - ‖p‖²`. -/
def momentInvariant (c : ι → ℝ) (r : ι → E) : ℝ :=
  charge c * secondMoment c r - ‖dipole c r‖ ^ 2

/-- The centre of charge `p / q`, meant for distributions with nonzero net charge. -/
def centre (c : ι → ℝ) (r : ι → E) : E := (charge c)⁻¹ • dipole c r

/-- No two of the charges have opposite signs. -/
def SameSign (c : ι → ℝ) : Prop := ∀ i j, 0 ≤ c i * c j

/-- Moving the origin to `a` changes the dipole moment from `p` to `p - q a`. -/
theorem dipole_shift (c : ι → ℝ) (r : ι → E) (a : E) :
    dipole c (fun i => r i - a) = dipole c r - charge c • a := by
  simp only [dipole, charge, smul_sub, Finset.sum_sub_distrib, Finset.sum_smul]

/-- Moving the origin to `a` changes the second moment from `Q` to
`Q - 2⟨a, p⟩ + q ‖a‖²`. -/
theorem secondMoment_shift (c : ι → ℝ) (r : ι → E) (a : E) :
    secondMoment c (fun i => r i - a) =
      secondMoment c r - 2 * inner ℝ a (dipole c r) + charge c * ‖a‖ ^ 2 := by
  have h : inner ℝ a (dipole c r) = ∑ i, c i * inner ℝ a (r i) := by
    simp only [dipole, inner_sum, real_inner_smul_right]
  rw [h]
  simp only [secondMoment, charge, Finset.mul_sum, Finset.sum_mul,
    ← Finset.sum_sub_distrib, ← Finset.sum_add_distrib]
  -- the identity now holds charge by charge
  refine Finset.sum_congr rfl fun i _ => ?_
  rw [norm_sub_sq_real, real_inner_comm a (r i)]
  ring

/-- The combination `q Q - ‖p‖²` does not depend on the choice of origin. -/
theorem momentInvariant_shift (c : ι → ℝ) (r : ι → E) (a : E) :
    momentInvariant c (fun i => r i - a) = momentInvariant c r := by
  unfold momentInvariant
  rw [dipole_shift, secondMoment_shift, norm_sub_sq_real, real_inner_smul_right,
    real_inner_comm a (dipole c r), norm_smul, mul_pow, Real.norm_eq_abs, sq_abs]
  ring

/-- For nonzero net charge, the dipole moment about `a` vanishes exactly when `a` is the
centre of charge. -/
theorem dipole_shift_eq_zero_iff (c : ι → ℝ) (r : ι → E) (hq : charge c ≠ 0) (a : E) :
    dipole c (fun i => r i - a) = 0 ↔ a = centre c r := by
  rw [dipole_shift, sub_eq_zero, centre, eq_inv_smul_iff₀ hq]
  exact eq_comm

/-- For nonzero net charge, `q Q - ‖p‖²` equals `q` times the second moment taken about the
centre of charge. -/
theorem momentInvariant_eq_centre (c : ι → ℝ) (r : ι → E) (hq : charge c ≠ 0) :
    momentInvariant c r = charge c * secondMoment c (fun i => r i - centre c r) := by
  -- move the origin to the centre, where the dipole moment drops out
  rw [← momentInvariant_shift c r (centre c r), momentInvariant,
    (dipole_shift_eq_zero_iff c r hq _).2 rfl, norm_zero]
  ring

/-- If no two charges have opposite signs, the square of each charge is at most its product
with the net charge. -/
theorem sq_le_charge_mul {c : ι → ℝ} (hc : SameSign c) (i : ι) :
    c i ^ 2 ≤ charge c * c i := by
  rw [charge, Finset.sum_mul, pow_two]
  exact Finset.single_le_sum (f := fun j => c j * c i) (fun j _ => hc j i)
    (Finset.mem_univ i)

/-- If no two charges have opposite signs, then `q Q - ‖p‖²` vanishes exactly when all
nonzero charges sit at one common point. -/
theorem momentInvariant_eq_zero_iff {c : ι → ℝ} (hc : SameSign c) (r : ι → E) :
    momentInvariant c r = 0 ↔ ∃ x : E, ∀ i, c i ≠ 0 → r i = x := by
  constructor
  · intro h
    refine ⟨centre c r, fun i hi => ?_⟩
    have hpos : 0 < c i ^ 2 := by positivity
    have hq : charge c ≠ 0 := by
      intro h0
      have h1 := sq_le_charge_mul hc i
      rw [h0, zero_mul] at h1
      linarith
    rw [momentInvariant_eq_centre c r hq, secondMoment, Finset.mul_sum] at h
    -- a vanishing sum of nonnegative terms vanishes term by term
    have hterm := (Finset.sum_eq_zero_iff_of_nonneg (fun j _ => by
      rw [← mul_assoc]
      exact mul_nonneg ((sq_nonneg _).trans (sq_le_charge_mul hc j))
        (sq_nonneg _))).1 h i (Finset.mem_univ i)
    have hn : ‖r i - centre c r‖ ^ 2 = 0 :=
      ((mul_eq_zero.1 hterm).resolve_left hq |> mul_eq_zero.1).resolve_left hi
    exact sub_eq_zero.1 (norm_eq_zero.1 ((pow_eq_zero_iff two_ne_zero).1 hn))
  · rintro ⟨x, hx⟩
    -- about the common point both moments vanish
    have hp : dipole c (fun i => r i - x) = 0 := by
      refine Finset.sum_eq_zero fun i _ => ?_
      by_cases hi : c i = 0
      · rw [hi, zero_smul]
      · rw [hx i hi, sub_self, smul_zero]
    have hQ : secondMoment c (fun i => r i - x) = 0 := by
      refine Finset.sum_eq_zero fun i _ => ?_
      by_cases hi : c i = 0
      · rw [hi, zero_mul]
      · rw [hx i hi, sub_self, norm_zero]
        ring
    rw [← momentInvariant_shift c r x, momentInvariant, hp, hQ, norm_zero]
    ring

end

end MomentInvariantEqZeroIff
```

Lean reports:

```
Main.lean:110:12: error: Tactic `rewrite` failed: Did not find an occurrence of the pattern
  r i
in the target expression
  c i • (fun i => r i - x) i = 0

case neg
ι : Type u_1
E : Type u_2
inst✝² : Fintype ι
inst✝¹ : NormedAddCommGroup E
inst✝ : InnerProductSpace ℝ E
c : ι → ℝ
hc : SameSign c
r : ι → E
x : E
hx : ∀ (i : ι), c i ≠ 0 → r i = x
i : ι
x✝ : i ∈ univ
hi : ¬c i = 0
⊢ c i • (fun i => r i - x) i = 0
Main.lean:115:12: error: Tactic `rewrite` failed: Did not find an occurrence of the pattern
  r i
in the target expression
  c i * ‖(fun i => r i - x) i‖ ^ 2 = 0

case neg
ι : Type u_1
E : Type u_2
inst✝² : Fintype ι
inst✝¹ : NormedAddCommGroup E
inst✝ : InnerProductSpace ℝ E
c : ι → ℝ
hc : SameSign c
r : ι → E
x : E
hx : ∀ (i : ι), c i ≠ 0 → r i = x
hp : (dipole c fun i => r i - x) = 0
i : ι
x✝ : i ∈ univ
hi : ¬c i = 0
⊢ c i * ‖(fun i => r i - x) i‖ ^ 2 = 0
```

Cause. Both errors are in the converse, in the case of a nonzero charge. There `rw [hx i hi]` should replace `r i` by `x`, but Lean finds no `r i` in the goal. The shifted positions were passed to `dipole` and `secondMoment` as a function, and after `Finset.sum_eq_zero` the goal holds that function still applied to `i`, as `(fun i => r i - x) i`. The `r i` visible inside it refers to the function's own bound variable, not to the fixed index `i`, so the pattern does not match.

The repair uses `simp [hx i hi]` in both places. `simp` first reduces the application to `r i - x`, and can then rewrite `r i` to `x` and simplify `x - x` to zero, which makes each term vanish. In the second case this closes the goal completely, so the `ring` that followed has nothing left to prove and is removed.

As a diff, the version that Lean accepts:

```diff
@@ -108,11 +108,10 @@
       by_cases hi : c i = 0
       · rw [hi, zero_smul]
-      · rw [hx i hi, sub_self, smul_zero]
+      · simp [hx i hi]
     have hQ : secondMoment c (fun i => r i - x) = 0 := by
       refine Finset.sum_eq_zero fun i _ => ?_
       by_cases hi : c i = 0
       · rw [hi, zero_mul]
-      · rw [hx i hi, sub_self, norm_zero]
-        ring
+      · simp [hx i hi]
     rw [← momentInvariant_shift c r x, momentInvariant, hp, hQ, norm_zero]
     ring
```
